# For spin 5/2, the cubic field \(O_{40}+5\,O_{44}\) has a fourfold level at 120 and a twofold level at −240

Take the two spin-5/2 states \(|5/2\rangle\) and \(|-3/2\rangle\), labelled by the eigenvalue \(m\) of \(S_z\). The cubic field mixes them with each other and with no other state, and on this pair it is the matrix

\[
\begin{pmatrix} 60 & 60\sqrt5\\ 60\sqrt5 & -180\end{pmatrix}.
\]

Its trace is \(-120\) and its determinant is \(-10800-18000=-28800\), so its eigenvalues are \(120\) and \(-240\). The pair \(|-5/2\rangle,|3/2\rangle\) gives the same two numbers. The remaining states \(|\pm1/2\rangle\) are not mixed at all and lie at \(120\). In all, four states lie at \(120\) and two at \(-240\).

In electron paramagnetic resonance these numbers, multiplied by a coefficient \(B\), are the levels in zero magnetic field of an \(S=5/2\) ion at a cubic site, in a spin Hamiltonian that keeps only this fourth-order term. The coefficient \(B\) is an energy that stands for the effect of the surroundings on the spin and is taken as given. The two levels are then \(360|B|\) apart.

## Spin 5/2 as six-by-six matrices

```lean
import Mathlib

open Matrix Polynomial

namespace CubicFieldSpinFiveHalves

set_option maxHeartbeats 400000

noncomputable section
```

These lines load Mathlib and open its notation for matrices and polynomials.

```lean
/-- The number `√5` as a complex matrix element. -/
def s5 : ℂ := (Real.sqrt 5 : ℝ)
```

This is \(\sqrt5\), taken as a real number and then regarded as a complex one.

```lean
/-- The number `√2` as a complex matrix element. -/
def s2 : ℂ := (Real.sqrt 2 : ℝ)
```

The same is done for \(\sqrt2\). These are the only irrational numbers needed.

```lean
/-- The operator `Sz` for spin 5/2, in the basis `m = 5/2, 3/2, 1/2, -1/2, -3/2, -5/2`. -/
def Sz : Matrix (Fin 6) (Fin 6) ℂ :=
  diagonal ![5/2, 3/2, 1/2, -1/2, -3/2, -5/2]
```

`Matrix (Fin 6) (Fin 6) ℂ` is the type of complex \(6\times6\) matrices with rows and columns numbered from 0 to 5. Index \(i\) stands for \(m=5/2-i\), so index 0 is \(|5/2\rangle\) and index 5 is \(|-5/2\rangle\). Spins are in units of \(\hbar\).

```lean
/-- The raising operator `S+` for spin 5/2. -/
def Sp : Matrix (Fin 6) (Fin 6) ℂ :=
  !![0, s5, 0, 0, 0, 0;
     0, 0, 2 * s2, 0, 0, 0;
     0, 0, 0, 3, 0, 0;
     0, 0, 0, 0, 2 * s2, 0;
     0, 0, 0, 0, 0, s5;
     0, 0, 0, 0, 0, 0]
```

The raising operator has the usual elements \(\sqrt{S(S+1)-m(m+1)}\), which are \(\sqrt5,\,2\sqrt2,\,3,\,2\sqrt2,\,\sqrt5\).

```lean
/-- The lowering operator `S-`, the adjoint of `S+`. -/
def Sm : Matrix (Fin 6) (Fin 6) ℂ := Spᴴ
```

The symbol `ᴴ` is the conjugate transpose, so \(S_-=S_+^\dagger\).

```lean
/-- The operator `Sx = (S+ + S-)/2`. -/
def Sx : Matrix (Fin 6) (Fin 6) ℂ := (1/2 : ℂ) • (Sp + Sm)
```

Here `•` multiplies a matrix by a number: \(S_x=\tfrac12(S_++S_-)\).

```lean
/-- The operator `Sy = (S+ - S-)/(2i)`. -/
def Sy : Matrix (Fin 6) (Fin 6) ℂ := (-Complex.I/2) • (Sp - Sm)
```

The factor \(-i/2\) equals \(1/(2i)\), so this is the standard \(S_y\).

```lean
/-- The value `S(S+1) = 35/4` for spin 5/2. -/
def casimir : ℂ := 35/4
```

The name `casimir` stands for \(S(S+1)=35/4\).

## The fourth-order operators

```lean
/-- The axial fourth-order Stevens operator `O40`. -/
def O40 : Matrix (Fin 6) (Fin 6) ℂ :=
  (35 : ℂ) • Sz ^ 4 - (30 * casimir - 25) • Sz ^ 2 + (3 * casimir ^ 2 - 6 * casimir) • 1
```

With \(S(S+1)=35/4\) inserted, the definition reads

\[
O_{40}=35S_z^4-\tfrac{475}{2}S_z^2+\tfrac{2835}{16}.
\]

The final `1` in the Lean expression is the identity matrix.

```lean
/-- The tetragonal fourth-order Stevens operator `O44 = (S+^4 + S-^4)/2`. -/
def O44 : Matrix (Fin 6) (Fin 6) ℂ := (1/2 : ℂ) • (Sp ^ 4 + Sm ^ 4)
```

\(O_{44}=\tfrac12(S_+^4+S_-^4)\) changes \(m\) by four.

```lean
/-- The cubic crystal-field operator `O40 + 5 O44`. -/
def cubicField : Matrix (Fin 6) (Fin 6) ℂ := O40 + (5 : ℂ) • O44
```

The ratio 1 : 5 makes the sum cubic when \(x,y,z\) lie along the fourfold axes of the cube. `cubicField_eq_quartic` below bears this out.

```lean
/-- The part of `Sx^2` that changes `m` by 2. -/
def doubleFlip : Matrix (Fin 6) (Fin 6) ℂ :=
  !![0, 0, s2*s5/2, 0, 0, 0;
     0, 0, 0, 3*s2/2, 0, 0;
     s2*s5/2, 0, 0, 0, 3*s2/2, 0;
     0, 3*s2/2, 0, 0, 0, s2*s5/2;
     0, 0, 3*s2/2, 0, 0, 0;
     0, 0, 0, s2*s5/2, 0, 0]
```

This auxiliary matrix, called \(A\) from here on, is \(\tfrac14(S_+^2+S_-^2)\) written out. It connects states whose \(m\) differs by two.

## The matrices really describe a spin 5/2

```lean
/-- The squares of the two irrational matrix elements are 5 and 2. -/
theorem roots_sq : s5 ^ 2 = 5 ∧ s2 ^ 2 = 2 := by
  constructor
  · rw [s5, ← Complex.ofReal_pow, Real.sq_sqrt (by norm_num)]
    norm_num
  · rw [s2, ← Complex.ofReal_pow, Real.sq_sqrt (by norm_num)]
    norm_num
```

A `theorem` consists of a statement, then `:=`, then its proof. This one says \((\sqrt5)^2=5\) and \((\sqrt2)^2=2\) for the complex numbers just defined. Later proofs use nothing else about the roots, except that they are real.

```lean
/-- The matrix of the lowering operator `S-`. -/
theorem Sm_eq : Sm =
    !![0, 0, 0, 0, 0, 0;
       s5, 0, 0, 0, 0, 0;
       0, 2 * s2, 0, 0, 0, 0;
       0, 0, 3, 0, 0, 0;
       0, 0, 0, 2 * s2, 0, 0;
       0, 0, 0, 0, s5, 0] := by
  have h5 : (starRingEnd ℂ) s5 = s5 := Complex.conj_ofReal _
  have h2 : (starRingEnd ℂ) s2 = s2 := Complex.conj_ofReal _
  ext i j
  fin_cases i <;> fin_cases j <;> simp [Sm, Sp, h5, h2]
```

Since the elements of \(S_+\) are real, its adjoint is its transpose. The proof shows a pattern that recurs throughout: `ext i j` reduces a matrix equation to its elements, `fin_cases` runs through all 36 of them, and `simp` evaluates each one. Where roots have to be combined, `grind` finishes the algebra.

```lean
/-- The squares of `Sx` and `Sy`: equal diagonals, and opposite elements between
states whose `m` differs by 2. -/
theorem Sx_sq_and_Sy_sq :
    Sx ^ 2 = diagonal ![5/4, 13/4, 17/4, 17/4, 13/4, 5/4] + doubleFlip ∧
    Sy ^ 2 = diagonal ![5/4, 13/4, 17/4, 17/4, 13/4, 5/4] - doubleFlip := by
  obtain ⟨h5, h2⟩ := roots_sq
  have hI := Complex.I_sq
  constructor <;> rw [pow_two] <;> ext i j <;> fin_cases i <;> fin_cases j <;>
    simp [Sx, Sy, Sm_eq, Sp, doubleFlip, Matrix.mul_apply, Fin.sum_univ_six] <;> grind
```

By hand, \(S_x^2=D+A\) and \(S_y^2=D-A\), where

\[
D=\tfrac14(S_+S_-+S_-S_+).
\]

For \(m=5/2,3/2,1/2\) the diagonal elements of \(D\) are \(\tfrac14(5+0)\), \(\tfrac14(8+5)\) and \(\tfrac14(9+8)\), and they repeat for \(-m\). These are the values \(5/4,13/4,17/4\) in the statement.

```lean
/-- The matrices obey `[Sz, S+] = S+` and `[S+, S-] = 2 Sz`, and the total spin squared is `35/4`.
-/
theorem spin_algebra :
    Sz * Sp - Sp * Sz = Sp ∧ Sp * Sm - Sm * Sp = (2 : ℂ) • Sz ∧
      Sx ^ 2 + Sy ^ 2 + Sz ^ 2 = casimir • 1 := by
  obtain ⟨h5, h2⟩ := roots_sq
  refine ⟨?_, ?_, ?_⟩
  · rw [Sz]
    ext i j
    rw [Matrix.sub_apply, Matrix.diagonal_mul, Matrix.mul_diagonal]
    fin_cases i <;> fin_cases j <;> simp [Sp] <;> grind
  · ext i j
    fin_cases i <;> fin_cases j <;> simp [Sz, Sm_eq, Sp] <;> grind
  · rw [Sx_sq_and_Sy_sq.1, Sx_sq_and_Sy_sq.2, Sz, Matrix.diagonal_pow]
    ext i j
    fin_cases i <;> fin_cases j <;> simp [casimir, doubleFlip] <;> norm_num
```

The three parts are \([S_z,S_+]=S_+\), \([S_+,S_-]=2S_z\) and \(S_x^2+S_y^2+S_z^2=35/4\).

For the first, each element of \(S_+\) is multiplied by the difference of the two \(m\) values it connects, which is 1. For the second, the diagonal elements at \(m=5/2,3/2,1/2\) are \(5-0\), \(8-5\) and \(9-8\), each equal to \(2m\), and the signs reverse for negative \(m\). For the third, \(A\) cancels and leaves \(2D+S_z^2\), with diagonal elements

\[
\tfrac52+\tfrac{25}4=\tfrac{13}2+\tfrac94=\tfrac{17}2+\tfrac14=\tfrac{35}4 .
\]

The Lean proof treats the parts in the same order and takes \(S_x^2\) and \(S_y^2\) from the preceding theorem.

## The field couples two separate pairs

```lean
/-- Four raisings connect only `-3/2` to `5/2` and `-5/2` to `3/2`, each with
amplitude `24√5`. -/
theorem Sp_pow_four : Sp ^ 4 =
    !![0, 0, 0, 0, 24 * s5, 0;
       0, 0, 0, 0, 0, 24 * s5;
       0, 0, 0, 0, 0, 0;
       0, 0, 0, 0, 0, 0;
       0, 0, 0, 0, 0, 0;
       0, 0, 0, 0, 0, 0] := by
  obtain ⟨h5, h2⟩ := roots_sq
  have hsq : Sp ^ 2 =
      !![0, 0, 2 * s2 * s5, 0, 0, 0;
         0, 0, 0, 6 * s2, 0, 0;
         0, 0, 0, 0, 6 * s2, 0;
         0, 0, 0, 0, 0, 2 * s2 * s5;
         0, 0, 0, 0, 0, 0;
         0, 0, 0, 0, 0, 0] := by
    rw [pow_two]
    ext i j
    fin_cases i <;> fin_cases j <;>
      simp [Sp, Matrix.mul_apply, Fin.sum_univ_six] <;> grind
  have h4 : Sp ^ 4 = Sp ^ 2 * Sp ^ 2 := pow_add Sp 2 2
  rw [h4, hsq]
  ext i j
  fin_cases i <;> fin_cases j <;>
    simp [Matrix.mul_apply, Fin.sum_univ_six] <;> grind
```

Four raisings lead from \(-3/2\) to \(5/2\), or from \(-5/2\) to \(3/2\), and from any other state they give zero. The amplitude for the first path is \(2\sqrt2\cdot3\cdot2\sqrt2\cdot\sqrt5=24\sqrt5\). The second path has the same factors in reverse order. Lean computes \(S_+^2\) first, as `hsq`, and then squares it.

```lean
/-- The matrix of the cubic field in the basis of `Sz` eigenstates. -/
theorem cubicField_eq : cubicField =
    !![60, 0, 0, 0, 60 * s5, 0;
       0, -180, 0, 0, 0, 60 * s5;
       0, 0, 120, 0, 0, 0;
       0, 0, 0, 120, 0, 0;
       60 * s5, 0, 0, 0, -180, 0;
       0, 60 * s5, 0, 0, 0, 60] := by
  have hs : (starRingEnd ℂ) s5 = s5 := Complex.conj_ofReal _
  rw [cubicField, O40, O44, Sm, ← Matrix.conjTranspose_pow, Sp_pow_four, Sz,
    Matrix.diagonal_pow, Matrix.diagonal_pow]
  ext i j
  fin_cases i <;> fin_cases j <;> simp [casimir, hs] <;> grind
```

The diagonal comes from \(O_{40}\):

\[
\begin{aligned}
m=\pm\tfrac52:&\quad \tfrac{21875}{16}-\tfrac{23750}{16}+\tfrac{2835}{16}=60,\\
m=\pm\tfrac32:&\quad \tfrac{2835}{16}-\tfrac{8550}{16}+\tfrac{2835}{16}=-180,\\
m=\pm\tfrac12:&\quad \tfrac{35}{16}-\tfrac{950}{16}+\tfrac{2835}{16}=120.
\end{aligned}
\]

The off-diagonal elements are \(5\cdot\tfrac12\cdot24\sqrt5=60\sqrt5\). The proof inserts \(S_+^4\) from the previous theorem and obtains \(S_-^4\) as its adjoint.

```lean
/-- The field treats the three axes alike:
`O40 + 5 O44 = 20 (Sx^4 + Sy^4 + Sz^4 - 707/16)`. -/
theorem cubicField_eq_quartic :
    cubicField = (20 : ℂ) • (Sx ^ 4 + Sy ^ 4 + Sz ^ 4 - (707/16 : ℂ) • 1) := by
  obtain ⟨h5, h2⟩ := roots_sq
  have hx : Sx ^ 4 = Sx ^ 2 * Sx ^ 2 := pow_add Sx 2 2
  have hy : Sy ^ 4 = Sy ^ 2 * Sy ^ 2 := pow_add Sy 2 2
  -- the cross terms cancel between the x and y axes
  have key : ∀ D A : Matrix (Fin 6) (Fin 6) ℂ,
      (D + A) * (D + A) + (D - A) * (D - A) = (2 : ℂ) • (D * D + A * A) := by
    intro D A
    simp only [add_mul, mul_add, sub_mul, mul_sub]
    module
  rw [cubicField_eq, hx, hy, Sx_sq_and_Sy_sq.1, Sx_sq_and_Sy_sq.2, key,
    Matrix.diagonal_mul_diagonal, Sz, Matrix.diagonal_pow]
  ext i j
  fin_cases i <;> fin_cases j <;>
    simp [doubleFlip, Matrix.mul_apply, Fin.sum_univ_six, Matrix.diagonal_apply,
      Matrix.one_apply] <;> grind
```

The right-hand side keeps its form when the axes are permuted or reversed, which is the sense in which the field is cubic. To check the identity by hand, write

\[
S_x^4+S_y^4=(D+A)^2+(D-A)^2=2(D^2+A^2).
\]

The cross terms cancel even if \(D\) and \(A\) do not commute; this is the step `key`. The diagonal elements of \(A^2\) are \(5/2,\,9/2,\,7\) for \(|m|=5/2,3/2,1/2\). With the diagonal elements \(5/4,13/4,17/4\) of \(D\), those of \(2(D^2+A^2)\) are \(65/8,\,241/8,\,401/8\). Adding \(m^4\) to these and subtracting \(707/16\) leaves \(3,-9,6\), and the factor 20 turns these into \(60,-180,120\). The only nonzero off-diagonal elements of \(A^2\) connect the two states within each coupled pair and equal \(\tfrac{\sqrt{10}}2\cdot\tfrac{3\sqrt2}2=\tfrac{3\sqrt5}2\). Multiplied by \(2\cdot20\), they give \(60\sqrt5\).

## Four states at \(120B\), two at \(-240B\)

```lean
/-- The cubic field with coefficient `B` has characteristic polynomial
`(x - 120 B)^4 (x + 240 B)^2`. -/
theorem charpoly_cubicField (B : ℂ) :
    (B • cubicField).charpoly = (X - C (120 * B)) ^ 4 * (X + C (240 * B)) ^ 2 := by
  obtain ⟨h5, -⟩ := roots_sq
  -- the columns of P are eigenvectors, and Q is the inverse of P
  let P : Matrix (Fin 6) (Fin 6) ℂ :=
    !![s5, 0, 0, 0, 1, 0; 0, -s5, 0, 0, 0, 1; 0, 0, 1, 0, 0, 0;
       0, 0, 0, 1, 0, 0; 1, 0, 0, 0, -s5, 0; 0, 1, 0, 0, 0, s5]
  let Q : Matrix (Fin 6) (Fin 6) ℂ :=
    !![s5/6, 0, 0, 0, 1/6, 0; 0, -s5/6, 0, 0, 0, 1/6; 0, 0, 1, 0, 0, 0;
       0, 0, 0, 1, 0, 0; 1/6, 0, 0, 0, -s5/6, 0; 0, 1/6, 0, 0, 0, s5/6]
  have hPQ : P * Q = 1 := by
    ext i j
    fin_cases i <;> fin_cases j <;>
      simp [P, Q, Matrix.mul_apply, Fin.sum_univ_six, Matrix.one_apply] <;> grind
  have hQP : Q * P = 1 := mul_eq_one_comm.mp hPQ
  have hd : (B • cubicField) * P = P * diagonal
      ![120 * B, -(240 * B), 120 * B, 120 * B, -(240 * B), 120 * B] := by
    rw [cubicField_eq]
    ext i j
    rw [Matrix.mul_diagonal]
    fin_cases i <;> fin_cases j <;>
      simp [P, Matrix.mul_apply, Fin.sum_univ_six] <;> grind
  have h : B • cubicField = P * (diagonal
      ![120 * B, -(240 * B), 120 * B, 120 * B, -(240 * B), 120 * B] * Q) := by
    rw [← mul_assoc, ← hd, mul_assoc, hPQ, mul_one]
  -- similar matrices share their characteristic polynomial
  rw [h, Matrix.charpoly_mul_comm, mul_assoc, hQP, mul_one,
    Matrix.charpoly_of_isUpperTriangular _ (Matrix.blockTriangular_diagonal _)]
  simp only [Fin.prod_univ_six, Matrix.diagonal_apply_eq, Matrix.cons_val, map_neg]
  ring
```

In Mathlib's notation `X` is the polynomial variable, and `C` turns a number into a constant polynomial. The statement is therefore

\[
\det(x-B\,H)=(x-120B)^4(x+240B)^2,\qquad H=O_{40}+5\,O_{44},
\]

for every complex \(B\). A physical \(B\) is real. At \(B=0\) the two levels merge, and the formula correctly gives \(x^6\).

The proof avoids expanding a \(6\times6\) determinant by writing down eigenvectors. Normalised, those of the two coupled pairs are

\[
\frac{\sqrt5\,|5/2\rangle+|-3/2\rangle}{\sqrt6},\quad
\frac{|3/2\rangle+\sqrt5\,|-5/2\rangle}{\sqrt6}\qquad\text{at }120,
\]
\[
\frac{|5/2\rangle-\sqrt5\,|-3/2\rangle}{\sqrt6},\quad
\frac{|-5/2\rangle-\sqrt5\,|3/2\rangle}{\sqrt6}\qquad\text{at }-240,
\]

and \(|\pm1/2\rangle\) complete the set at \(120\). The columns of `P` are these vectors without the factors \(1/\sqrt6\), and `Q` is the inverse of `P`. The step `hPQ` checks \(PQ=1\). The step `hd` checks all six eigenvalue equations at once, in the form \((BH)P=P\Lambda\) with \(\Lambda\) the diagonal matrix of eigenvalues. Multiplying by \(Q\) from the right gives `h`, which is \(BH=P(\Lambda Q)\).

The proof turns on the Mathlib lemma `Matrix.charpoly_mul_comm`. It says that \(MN\) and \(NM\) have the same characteristic polynomial for any square matrices \(M,N\) of equal size. When \(M\) is invertible the reason is short: \(NM=M^{-1}(MN)M\), and a change of basis does not alter \(\det(x-MN)\). With \(M=P\) and \(N=\Lambda Q\), the lemma moves \(P\) from the front to the back:

\[
P(\Lambda Q)\;\longrightarrow\;(\Lambda Q)P=\Lambda(QP)=\Lambda .
\]

Only the diagonal matrix is left. A diagonal matrix is in particular upper triangular, so a second lemma gives its characteristic polynomial as the product of the factors \(x-\Lambda_{ii}\), and `ring` collects the equal ones.

## The states of the doublet

```lean
/-- The solutions of the eigenvalue equation at `-240` are exactly the combinations, with
free amplitudes `a` and `b`, of `|5/2⟩ - √5 |-3/2⟩` and `|-5/2⟩ - √5 |3/2⟩`. -/
theorem doublet_iff (v : Fin 6 → ℂ) :
    cubicField *ᵥ v = (-240 : ℂ) • v ↔
      ∃ a b : ℂ, v = ![a, -s5 * b, 0, 0, -s5 * a, b] := by
  obtain ⟨h5, -⟩ := roots_sq
  rw [cubicField_eq]
  constructor
  · intro h
    have e0 := congrFun h 0
    have e2 := congrFun h 2
    have e3 := congrFun h 3
    have e5 := congrFun h 5
    simp [Matrix.mulVec, dotProduct, Fin.sum_univ_six] at e0 e2 e3 e5
    refine ⟨v 0, v 5, ?_⟩
    ext i
    fin_cases i <;> simp <;> grind
  · rintro ⟨a, b, rfl⟩
    ext i
    fin_cases i <;> simp [Matrix.mulVec, dotProduct, Fin.sum_univ_six] <;> grind

end

end CubicFieldSpinFiveHalves
```

The characteristic polynomial counts the roots. This theorem, for \(B=1\), finds the states that belong to the double root. The symbol `*ᵥ` is a matrix acting on a vector, and `↔` means "if and only if".

By hand, write \(Hv=-240v\) row by row, with components \(v_0,\dots,v_5\):

- Row 0 reads \(60v_0+60\sqrt5\,v_4=-240v_0\), so \(v_4=-\sqrt5\,v_0\).
- Rows 2 and 3 read \(120v_2=-240v_2\) and \(120v_3=-240v_3\), so \(v_2=v_3=0\).
- Row 5 reads \(60\sqrt5\,v_1+60v_5=-240v_5\), so \(v_1=-\sqrt5\,v_5\).

Rows 1 and 4 repeat these conditions. The amplitudes \(a=v_0\) and \(b=v_5\) remain free, so the solutions form a two-dimensional space, with the zero vector at \(a=b=0\).

The Lean proof takes the same four rows as `e0`, `e2`, `e3` and `e5`, and names `v 0` and `v 5` as the free amplitudes. For the converse it inserts the general combination and checks all six rows. In the normalised state with \(b=0\), the spin is found in \(|5/2\rangle\) with probability \(1/6\) and in \(|-3/2\rangle\) with probability \(5/6\).

```lean
#print axioms CubicFieldSpinFiveHalves.spin_algebra
#print axioms CubicFieldSpinFiveHalves.cubicField_eq_quartic
#print axioms CubicFieldSpinFiveHalves.charpoly_cubicField
#print axioms CubicFieldSpinFiveHalves.doublet_iff
```

```
'CubicFieldSpinFiveHalves.spin_algebra' depends on axioms: [propext, Classical.choice, Quot.sound]
'CubicFieldSpinFiveHalves.cubicField_eq_quartic' depends on axioms: [propext, Classical.choice, Quot.sound]
'CubicFieldSpinFiveHalves.charpoly_cubicField' depends on axioms: [propext, Classical.choice, Quot.sound]
'CubicFieldSpinFiveHalves.doublet_iff' depends on axioms: [propext, Classical.choice, Quot.sound]
```
